# Moments of S(S+1) over the branching diagram of N spins one half

To find the high-temperature effective moment of a cluster of $N$ spin-half centres with a common $g$ factor, one can average $S(S+1)$ over all $2^N$ spin states. In the spin-only limit, with exchange couplings and Zeeman energies negligible against $k_BT$, the states are equally populated and $\mu_{\rm eff}^2 = g^2\mu_B^2\,\langle S(S+1)\rangle$. Grouping the states by total spin $S$ turns this average into a sum in which each $S$ is weighted by $2S+1$ times its number of multiplets, and the numbers of multiplets can be read from the branching diagram.

Write $m = 2S$, and let $f(N,m)$ be the number of $N$-step walks on the non-negative integers from $0$ to $m$ with steps $\pm1$. Define

$$M_k(N) = \sum_{m=0}^{N} (2S+1)\, f(N,m)\,[S(S+1)]^k , \qquad S = \tfrac{m}{2}.$$

The results are

$$M_0 = 2^N,\qquad M_1 = 2^N\,\frac{3N}{4},\qquad M_2 = 2^N\,\frac{15N^2-6N}{16},$$

together with the third moment and the variance. The average wanted above is $M_1/M_0 = 3N/4$, the value for $N$ independent spins.

```lean
import Mathlib

open Finset

namespace BranchingDiagramMoments
```

## Coupling one spin at a time

Coupling a further spin one half to total spin $S$ gives $S+\tfrac12$ and, if $S>0$, also $S-\tfrac12$. In terms of $m$ this is a step up or a step down that never goes below zero. A sequence of such choices, starting from no spins at all, is a path in the branching diagram, and each path labels one multiplet of $2S+1$ states.

The type `BranchPath N m` contains exactly these paths. Its constructor `vacuum` is the empty path, `up` raises $m$ by one, and `down` lowers it by one. Because `down` accepts only a path ending at `m + 1`, a step below zero cannot be written. The angular-momentum coupling rule enters through this definition: the file works with paths and their numbers, not with operators on a spin space.

```lean
/-- Paths in the branching diagram: `BranchPath N m` holds the ways to couple `N` spins one half
one after another to total spin `m / 2`. -/
inductive BranchPath : ℕ → ℕ → Type
  | vacuum : BranchPath 0 0
  | up {N m : ℕ} (p : BranchPath N m) : BranchPath (N + 1) (m + 1)
  | down {N m : ℕ} (p : BranchPath N (m + 1)) : BranchPath (N + 1) m
```

## Sorting paths by their last step

A path of $N+1$ spins that ends at $m+1$ came either from $m$ by a step up or from $m+2$ by a step down. Removing the last step therefore gives a one-to-one correspondence with the disjoint union of the two sets of shorter paths. In Lean this is an equivalence `≃` onto a sum type `⊕`, and case analysis on the last constructor shows that the two maps are inverse to each other.

```lean
/-- A path ending at positive spin arrives either from below or from above. -/
def lastStep (N m : ℕ) :
    BranchPath (N + 1) (m + 1) ≃ BranchPath N m ⊕ BranchPath N (m + 2) where
  toFun
    | .up p => .inl p
    | .down p => .inr p
  invFun
    | .inl p => .up p
    | .inr p => .down p
  left_inv p := by cases p <;> rfl
  right_inv p := by cases p <;> rfl
```

A path of $N+1$ spins ending at $m=0$ has only one possible predecessor, $m=1$, since there is nothing below zero to step up from.

```lean
/-- A path of `N + 1` spins ending at spin zero arrives from spin one half. -/
def lastStepSinglet (N : ℕ) : BranchPath (N + 1) 0 ≃ BranchPath N 1 where
  toFun
    | .down p => p
  invFun p := .down p
  left_inv p := by cases p; rfl
  right_inv _ := rfl
```

The correspondences also show by induction on $N$ that each set of paths is finite. For $N=0$ there is at most one path. For $N+1$ the set is in bijection with one finite set or with the union of two.

```lean
instance finite_branchPath (N m : ℕ) : Finite (BranchPath N m) := by
  induction N generalizing m with
  | zero =>
    have : Subsingleton (BranchPath 0 m) := ⟨fun a b => by cases a; cases b; rfl⟩
    infer_instance
  | succ N ih =>
    cases m with
    | zero =>
      have := ih 1
      exact Finite.of_equiv _ (lastStepSinglet N).symm
    | succ m =>
      have := ih m
      have := ih (m + 2)
      exact Finite.of_equiv _ (lastStep N m).symm
```

The count $f(N,m)$ is the cardinality of the path type. `Nat.card` would return zero for an infinite type, so the finiteness just shown is what makes it a true count.

```lean
/-- The number `f(N, m)` of branching-diagram paths of `N` spins ending at total spin `m / 2`. -/
noncomputable def pathCount (N m : ℕ) : ℕ := Nat.card (BranchPath N m)
```

The moment $M_k(N)$ is `spinMoment N k`. The range `range (N + 1)` is $m = 0,\dots,N$, and $S$ appears as the rational number `(m : ℚ) / 2`, so half-integer spins are represented exactly. Values of $m$ whose parity differs from that of $N$ are included in the sum, but no path reaches them and they contribute nothing.

```lean
/-- The moment of order `k` of `S(S+1)`: the sum of `(2S+1) f(N, m) (S(S+1))^k` over all total
spins `S = m / 2` of `N` spins one half. -/
noncomputable def spinMoment (N k : ℕ) : ℚ :=
  ∑ m ∈ range (N + 1),
    (2 * ((m : ℚ) / 2) + 1) * (pathCount N m : ℚ) * ((m : ℚ) / 2 * ((m : ℚ) / 2 + 1)) ^ k
```

Taking cardinalities in the two correspondences gives the branching rule

$$f(N+1,0) = f(N,1),\qquad f(N+1,m+1) = f(N,m) + f(N,m+2).$$

```lean
/-- The branching rule: for `N + 1` spins, the count at a vertex is the sum of the counts at its one
or two predecessors. -/
theorem branching_rule (N m : ℕ) :
    pathCount (N + 1) 0 = pathCount N 1 ∧
      pathCount (N + 1) (m + 1) = pathCount N m + pathCount N (m + 2) := by
  constructor
  · exact Nat.card_congr (lastStepSinglet N)
  · unfold pathCount
    rw [Nat.card_congr (lastStep N m), Nat.card_sum]
```

The recursion starts from $f(0,0)=1$, the single empty path.

```lean
/-- With no spins there is exactly one path that ends at spin zero. -/
theorem pathCount_vacuum : pathCount 0 0 = 1 :=
  Nat.card_eq_one_iff_unique.mpr
    ⟨⟨fun a b => by cases a; cases b; rfl⟩, ⟨BranchPath.vacuum⟩⟩
```

It also has an upper edge: $f(N,m)=0$ for $m>N$, because $N$ steps cannot climb higher than $N$. For $N=0$ no path ends at a positive $m$. For $N+1$ spins and $m>N+1$, both predecessors, $m-1$ and $m+1$, lie above $N$, so both counts vanish by the induction hypothesis.

```lean
/-- The total spin of `N` spins one half never exceeds `N / 2`. -/
theorem pathCount_eq_zero (N m : ℕ) (h : N < m) : pathCount N m = 0 := by
  obtain ⟨m, rfl⟩ : ∃ k, m = k + 1 := ⟨m - 1, by omega⟩
  induction N generalizing m with
  | zero =>
    have : IsEmpty (BranchPath 0 (m + 1)) := ⟨fun p => by cases p⟩
    exact Nat.card_of_isEmpty
  | succ N ih =>
    obtain ⟨j, rfl⟩ : ∃ j, m = j + 1 := ⟨m - 1, by omega⟩
    rw [(branching_rule N (j + 1)).2, ih j (by omega), ih (j + 1 + 1) (by omega)]
```

## Moving a sum from N+1 spins to N spins

Let $G$ be any function with $G(-1)=0$. The branching rule gives

$$\sum_{m=0}^{N+1} f(N+1,m)\,G(m) = f(N,1)\,G(0) + \sum_{m=0}^{N}\bigl[f(N,m)+f(N,m+2)\bigr]G(m+1).$$

The terms with $f(N,m)$ already have the desired form $\sum_m f(N,m)\,G(m+1)$. The remaining terms, relabelled by their starting point, are

$$f(N,1)\,G(0) + \sum_{m=0}^{N} f(N,m+2)\,G(m+1) = \sum_{m=1}^{N+2} f(N,m)\,G(m-1).$$

The term $m=0$ may be added, since it contains $G(-1)=0$. The terms $m=N+1$ and $m=N+2$ may be removed, since their counts vanish. Hence

$$\sum_{m=0}^{N+1} f(N+1,m)\,G(m) = \sum_{m=0}^{N} f(N,m)\,\bigl[G(m+1)+G(m-1)\bigr].$$

The condition at $-1$ is needed. Take $G=1$ everywhere and $N=0$: the left side is $f(1,0)+f(1,1)=1$, while the right side is $f(0,0)\,(1+1)=2$. The excess is the forbidden step from zero to $-1$.

In the proof, `top` removes the two terms above the diagram and `bottom` performs the relabelling and uses $G(-1)=0$. The branching rule enters as `r0` and `r1`, and `linarith` combines the sums. The function $G$ takes rational arguments, so `m - 1` at $m=0$ really is $-1$.

```lean
/-- Adding one spin: a sum over the diagram of `N + 1` spins of a function `G` that vanishes at
`m = -1` is a sum over the diagram of `N` spins of `G(m+1) + G(m-1)`. -/
theorem sum_add_spin (N : ℕ) (G : ℚ → ℚ) (hG : G (-1) = 0) :
    ∑ m ∈ range (N + 1 + 1), (pathCount (N + 1) m : ℚ) * G m =
      ∑ m ∈ range (N + 1), (pathCount N m : ℚ) * (G (m + 1) + G (m - 1)) := by
  -- the two terms above the top of the diagram vanish
  have top : ∑ m ∈ range (N + 1 + 1 + 1), (pathCount N m : ℚ) * G ((m : ℚ) - 1) =
      ∑ m ∈ range (N + 1), (pathCount N m : ℚ) * G ((m : ℚ) - 1) := by
    rw [sum_range_succ, sum_range_succ, pathCount_eq_zero N (N + 1) (by omega),
      pathCount_eq_zero N (N + 1 + 1) (by omega)]
    simp
  -- the term below the bottom vanishes because G(-1) = 0
  have bottom : ∑ m ∈ range (N + 1 + 1 + 1), (pathCount N m : ℚ) * G ((m : ℚ) - 1) =
      ∑ m ∈ range (N + 1), (pathCount N (m + 1 + 1) : ℚ) * G ((m : ℚ) + 1)
        + (pathCount N (0 + 1) : ℚ) * G 0 := by
    have h1 : ∀ m : ℕ, ((m + 1 + 1 : ℕ) : ℚ) - 1 = (m : ℚ) + 1 := by
      intro m
      push_cast
      ring
    have h2 : ((0 + 1 : ℕ) : ℚ) - 1 = 0 := by norm_num
    have h3 : ((0 : ℕ) : ℚ) - 1 = -1 := by norm_num
    rw [sum_range_succ', sum_range_succ', h2, h3, hG]
    simp only [h1, mul_zero, add_zero]
  have r0 : (pathCount (N + 1) 0 : ℚ) = (pathCount N (0 + 1) : ℚ) :=
    congrArg (Nat.cast : ℕ → ℚ) (branching_rule N 0).1
  have r1 : ∀ m : ℕ, (pathCount (N + 1) (m + 1) : ℚ) =
      (pathCount N m : ℚ) + (pathCount N (m + 1 + 1) : ℚ) := by
    intro m
    rw [(branching_rule N m).2]
    exact Nat.cast_add _ _
  rw [sum_range_succ', r0]
  simp only [r1, mul_add, add_mul, sum_add_distrib, Nat.cast_add, Nat.cast_one, Nat.cast_zero]
  linarith [top, bottom]
```

For the moments, choose $G(m) = (m+1)\left[\tfrac m2\left(\tfrac m2+1\right)\right]^k$. The factor $m+1=2S+1$ vanishes at $m=-1$, so the condition holds for every $k$. The result expresses $M_k(N+1)$ as a sum over the diagram of $N$ spins, in which each vertex contributes through $S+\tfrac12$ and $S-\tfrac12$.

```lean
/-- The moments of `N + 1` spins as a sum over the branching diagram of `N` spins, each vertex
contributing through the two values `S + 1/2` and `S - 1/2`. -/
theorem spinMoment_succ (N k : ℕ) :
    spinMoment (N + 1) k = ∑ m ∈ range (N + 1), (pathCount N m : ℚ) *
      ((2 * (((m : ℚ) + 1) / 2) + 1) * (((m : ℚ) + 1) / 2 * (((m : ℚ) + 1) / 2 + 1)) ^ k +
       (2 * (((m : ℚ) - 1) / 2) + 1) * (((m : ℚ) - 1) / 2 * (((m : ℚ) - 1) / 2 + 1)) ^ k) := by
  refine Eq.trans (sum_congr rfl fun m _ => ?_)
    (sum_add_spin N (fun x => (2 * (x / 2) + 1) * (x / 2 * (x / 2 + 1)) ^ k) (by norm_num))
  rw [mul_comm (2 * ((m : ℚ) / 2) + 1), mul_assoc]
```

## The number of states

Set $u = m+1 = 2S+1$ and $c = S(S+1)$, so that $u^2 = 4c+1$. A step changes $u$ to $u\pm1$ and $c$ to

$$\frac{(u\pm1)^2-1}{4} = \frac{u(u\pm2)}{4}.$$

For $k=0$ the two contributions add to $(u+1)+(u-1)=2u$. Therefore $M_0(N+1)=2M_0(N)$, and with $M_0(0)=1$ this gives $M_0(N)=2^N$, the dimension of the space of $N$ spins one half.

The Lean proof has the same form as those for the higher moments. The equation `e` is the recursion, checked vertex by vertex with `ring`, and induction then gives the closed form.

```lean
/-- The multiplets of `N` spins one half together contain `2^N` states. -/
theorem total_dimension (N : ℕ) : spinMoment N 0 = 2 ^ N := by
  induction N with
  | zero => simp [spinMoment, pathCount_vacuum]
  | succ N ih =>
    have e : spinMoment (N + 1) 0 = 2 * spinMoment N 0 := by
      rw [spinMoment_succ]
      simp only [spinMoment, mul_sum]
      exact sum_congr rfl fun m _ => by ring
    rw [e, ih]
    ring
```

## The mean of S(S+1)

For $k=1$ the two contributions add to

$$\frac{u}{4}\bigl[(u+1)(u+2)+(u-1)(u-2)\bigr] = \frac{u(u^2+2)}{2} = u\left(2c+\tfrac32\right).$$

Summing over the diagram gives $M_1(N+1) = 2M_1(N)+\tfrac32 M_0(N)$. At $N=0$ the only spin is $S=0$ and the moment vanishes. If the formula holds for $N$, then

$$M_1(N+1) = 2^{N+1}\left(\frac{3N}{4}+\frac34\right) = 2^{N+1}\,\frac{3(N+1)}{4}.$$

```lean
/-- First moment: the sum of `(2S+1) f(N, m) S(S+1)` is `2^N (3N/4)`. -/
theorem first_moment (N : ℕ) : spinMoment N 1 = 2 ^ N * (3 * N / 4) := by
  induction N with
  | zero => simp [spinMoment]
  | succ N ih =>
    have e : spinMoment (N + 1) 1 = 2 * spinMoment N 1 + 3 / 2 * spinMoment N 0 := by
      rw [spinMoment_succ]
      simp only [spinMoment, mul_sum, ← sum_add_distrib]
      exact sum_congr rfl fun m _ => by ring
    rw [e, ih, total_dimension]
    push_cast
    ring
```

## The second moment

For $k=2$ the even powers of $u$ in the bracket cancel and the odd powers double:

$$\frac{u^2}{16}\bigl[(u+1)(u+2)^2+(u-1)(u-2)^2\bigr] = \frac{u^3(u^2+8)}{8}.$$

Replacing $u^2$ by $4c+1$ turns this into

$$u\,\frac{(4c+1)(4c+9)}{8} = u\left(2c^2+5c+\tfrac98\right).$$

Thus $M_2(N+1)=2M_2(N)+5M_1(N)+\tfrac98M_0(N)$. Inserting the closed forms for $N$ gives

$$M_2(N+1) = 2^{N+1}\,\frac{15N^2-6N+30N+9}{16} = 2^{N+1}\,\frac{15(N+1)^2-6(N+1)}{16}.$$

The moment again vanishes at $N=0$, which completes the induction.

```lean
/-- Second moment: the sum of `(2S+1) f(N, m) (S(S+1))^2` is `2^N (15N^2 - 6N)/16`. -/
theorem second_moment (N : ℕ) :
    spinMoment N 2 = 2 ^ N * ((15 * (N : ℚ) ^ 2 - 6 * N) / 16) := by
  induction N with
  | zero => simp [spinMoment]
  | succ N ih =>
    have e : spinMoment (N + 1) 2 =
        2 * spinMoment N 2 + 5 * spinMoment N 1 + 9 / 8 * spinMoment N 0 := by
      rw [spinMoment_succ]
      simp only [spinMoment, mul_sum, ← sum_add_distrib]
      exact sum_congr rfl fun m _ => by ring
    rw [e, ih, first_moment, total_dimension]
    push_cast
    ring
```

## The third moment

For $k=3$ the two contributions are

$$\frac{u^3}{64}\bigl[(u+1)(u+2)^3+(u-1)(u-2)^3\bigr] = \frac{u^3(u^4+18u^2+8)}{32},$$

which in terms of $c$ is $u\left(2c^3+\tfrac{21}{2}c^2+\tfrac{47}{8}c+\tfrac{27}{32}\right)$. The recursion is therefore

$$M_3(N+1)=2M_3(N)+\tfrac{21}{2}M_2(N)+\tfrac{47}{8}M_1(N)+\tfrac{27}{32}M_0(N).$$

With the closed forms for $N$ inserted, the right side becomes

$$2^{N+1}\,\frac{105N^3+165N^2+87N+27}{64},$$

and the numerator equals $105(N+1)^3-150(N+1)^2+72(N+1)$. Since $M_3(0)=0$, induction gives

$$M_3(N)=2^N\,\frac{105N^3-150N^2+72N}{64}.$$

```lean
/-- Third moment: the sum of `(2S+1) f(N, m) (S(S+1))^3` is `2^N (105N^3 - 150N^2 + 72N)/64`. -/
theorem third_moment (N : ℕ) :
    spinMoment N 3 = 2 ^ N * ((105 * (N : ℚ) ^ 3 - 150 * (N : ℚ) ^ 2 + 72 * N) / 64) := by
  induction N with
  | zero => simp [spinMoment]
  | succ N ih =>
    have e : spinMoment (N + 1) 3 = 2 * spinMoment N 3 + 21 / 2 * spinMoment N 2
        + 47 / 8 * spinMoment N 1 + 27 / 32 * spinMoment N 0 := by
      rw [spinMoment_succ]
      simp only [spinMoment, mul_sum, ← sum_add_distrib]
      exact sum_congr rfl fun m _ => by ring
    rw [e, ih, second_moment, first_moment, total_dimension]
    push_cast
    ring
```

## The spread about the mean

Expanding the squared deviation from $3N/4$ gives

$$\sum_{m=0}^{N}(2S+1)f(N,m)\left[S(S+1)-\tfrac{3N}{4}\right]^2 = M_2-\tfrac{3N}{2}M_1+\tfrac{9N^2}{16}M_0.$$

With the closed forms this is

$$2^N\,\frac{15N^2-6N-18N^2+9N^2}{16} = 2^N\,\frac{3N(N-1)}{8}.$$

The theorem states the sum over all states; division by $2^N$ gives the variance $3N(N-1)/8$. It is zero for $N=0$ and $N=1$, where only one total spin occurs. For $N=2$ the singlet state has $S(S+1)=0$ and the three triplet states have $S(S+1)=2$. Their mean is $3/2$ and their variance is $3/4$, as the formulas say.

In Lean, `e` is the expansion into moments, and the earlier theorems supply their values.

```lean
/-- The squared deviation of `S(S+1)` from `3N/4`, summed over all `2^N` states, is
`2^N · 3N(N-1)/8`. -/
theorem spin_variance (N : ℕ) :
    ∑ m ∈ range (N + 1), (2 * ((m : ℚ) / 2) + 1) * (pathCount N m : ℚ) *
      ((m : ℚ) / 2 * ((m : ℚ) / 2 + 1) - 3 * N / 4) ^ 2 =
      2 ^ N * (3 * N * ((N : ℚ) - 1) / 8) := by
  -- expand the square into moments of order two, one and zero
  have e : ∑ m ∈ range (N + 1), (2 * ((m : ℚ) / 2) + 1) * (pathCount N m : ℚ) *
      ((m : ℚ) / 2 * ((m : ℚ) / 2 + 1) - 3 * N / 4) ^ 2 =
      spinMoment N 2 + (-(3 * (N : ℚ) / 2)) * spinMoment N 1
        + 9 * (N : ℚ) ^ 2 / 16 * spinMoment N 0 := by
    simp only [spinMoment, mul_sum, ← sum_add_distrib]
    exact sum_congr rfl fun m _ => by ring
  rw [e, second_moment, first_moment, total_dimension]
  ring

end BranchingDiagramMoments
```

```lean
#print axioms BranchingDiagramMoments.spinMoment_succ
#print axioms BranchingDiagramMoments.third_moment
#print axioms BranchingDiagramMoments.spin_variance
```

```
'BranchingDiagramMoments.spinMoment_succ' depends on axioms: [propext, Classical.choice, Quot.sound]
'BranchingDiagramMoments.third_moment' depends on axioms: [propext, Classical.choice, Quot.sound]
'BranchingDiagramMoments.spin_variance' depends on axioms: [propext, Classical.choice, Quot.sound]
```
